# First-order splitting of the zero level by edge bonds in armchair ribbons 3p + 2 sites wide

A first-order energy has to be defined so that it makes sense at a degenerate level. Here it is an eigenvalue of the perturbation $V$ compressed to the zero-energy space of $H$: a real $E$ for which some nonzero $\psi\in\ker H$ satisfies $\varphi\cdot V\psi=E\,\varphi\cdot\psi$ for every $\varphi\in\ker H$.

The ribbon is cut from a honeycomb lattice, as in graphene, and has width $N=3p+2$ with $p\ge 0$. It is described at $k=0$ by a non-interacting nearest-neighbour model with one orbital per site, all site energies zero and all hoppings equal before the perturbation. Within it, the results give the first-order splitting at $k=0$ caused by altered edge bonds; they don't treat other $k$ or bound the exact gap at finite perturbation.

In Lean 4 with Mathlib:

```lean
import Mathlib

open Matrix

namespace ArmchairRibbonEdgeGap

noncomputable section
```

Sites across the ribbon are numbered $i=0,\dots,N-1$, as in `Fin N`. `chain N` is the path adjacency matrix $A$.

```lean
/-- Adjacency matrix of the open chain with `N` sites. -/
def chain (N : ℕ) : Matrix (Fin N) (Fin N) ℝ :=
  Matrix.of fun (i j : Fin N) =>
    (if j.val + 1 = i.val then (1 : ℝ) else 0) + (if i.val + 1 = j.val then (1 : ℝ) else 0)
```

The coupling is $M=1+A$, in units of the hopping. Each $i$ labels a line of atoms running along the ribbon. The $1$ is the bond between the two sublattice sites on one line, and $A$ holds the bonds between adjacent lines.

```lean
/-- Zone-centre coupling between the sublattices of an armchair ribbon with `N` sites across. -/
def coupling (N : ℕ) : Matrix (Fin N) (Fin N) ℝ := 1 + chain N
```

The matrix $W$, `edgeBonds N δ`, changes the bonds on the two outermost lines by $\delta$. This is a simple model of edge relaxation that leaves all other bonds unchanged.

```lean
/-- Extra coupling `δ` on the first and on the last site of the chain. -/
def edgeBonds (N : ℕ) (δ : ℝ) : Matrix (Fin N) (Fin N) ℝ :=
  Matrix.diagonal fun (i : Fin N) =>
    (if i.val = 0 then δ else 0) + (if i.val + 1 = N then δ else 0)
```

`bipartite` turns $M$ into the Hamiltonian $H$ and $W$ into the perturbation $V$.

```lean
/-- Two-sublattice operator `[[0, B], [B, 0]]` built from a coupling `B`. -/
def bipartite {N : ℕ} (B : Matrix (Fin N) (Fin N) ℝ) :
    Matrix (Fin N ⊕ Fin N) (Fin N ⊕ Fin N) ℝ :=
  Matrix.fromBlocks 0 B B 0
```

Let $v_n$ be the sequence $1,-1,0,1,-1,0,\dots$, called `pattern`. Its first $N$ entries form the unnormalised vector $v$, `zeroMode N`.

```lean
/-- The period-three sequence `1, -1, 0, 1, -1, 0, …`. -/
def pattern (n : ℕ) : ℝ := if n % 3 = 0 then 1 else if n % 3 = 1 then -1 else 0

/-- The first `N` entries of `1, -1, 0, 1, -1, 0, …` as amplitudes on the chain. -/
def zeroMode (N : ℕ) : Fin N → ℝ := fun i => pattern i.val
```

`zeroState N a b` is the pair $(av,bv)$.

```lean
/-- Ribbon state with `a` times the vector `zeroMode N` on one sublattice and `b` times the same
vector on the other. -/
def zeroState (N : ℕ) (a b : ℝ) : Fin N ⊕ Fin N → ℝ :=
  Sum.elim (a • zeroMode N) (b • zeroMode N)
```

For the end sites, write $\hat x_n$ for `padded x n`: $\hat x_{i+1}=x_i$ on the chain, and $\hat x_n=0$ elsewhere.

```lean
/-- Chain amplitudes placed on sites `1, …, N` and continued by zero to all other sites. -/
def padded {N : ℕ} (x : Fin N → ℝ) (n : ℕ) : ℝ :=
  ∑ j : Fin N, if j.val + 1 = n then x j else 0
```

The definition of a first-order energy then reads:

```lean
/-- `E` is a first-order energy of the perturbation `V` at the zero level of `H`: an eigenvalue
of `V` compressed to the zero-energy space of `H`. -/
def IsFirstOrderEnergy {n : Type*} [Fintype n] (H V : Matrix n n ℝ) (E : ℝ) : Prop :=
  ∃ ψ : n → ℝ, ψ ≠ 0 ∧ H *ᵥ ψ = 0 ∧
    ∀ φ : n → ℝ, H *ᵥ φ = 0 → φ ⬝ᵥ (V *ᵥ ψ) = E * (φ ⬝ᵥ ψ)
```

**(a)** Let $a$ be the only site satisfying a condition $P$. Show that
$$\sum_{j:\,P(j)}f_j=f_a.$$

Every other term is absent, which is `Finset.sum_eq_single`.

```lean
/-- A sum over the chain restricted by a condition that only site `a` meets is the term of `a`. -/
theorem sum_site {N : ℕ} (P : Fin N → Prop) [DecidablePred P] (f : Fin N → ℝ) (a : Fin N)
    (ha : P a) (h : ∀ j, P j → j = a) : (∑ j, if P j then f j else 0) = f a := by
  rw [Finset.sum_eq_single a]
  · exact if_pos ha
  · intro j _ hj
    exact if_neg fun e => hj (h j e)
  · intro h'
    exact absurd (Finset.mem_univ a) h'
```

**(b)** Show that
$$(Mx)_i=\hat x_i+\hat x_{i+1}+\hat x_{i+2}.$$

Row $i$ of $M$ has ones at $i-1$, $i$ and $i+1$, where these sites exist. Since $x_j=\hat x_{j+1}$, the sum follows, with zeros for missing neighbours. `a1`, `a2` and `a3` translate the diagonal, left and right entries.

```lean
/-- The coupling adds up the amplitudes of a site and its neighbours, with zero amplitude
beyond the ends of the chain. -/
theorem coupling_mulVec {N : ℕ} (x : Fin N → ℝ) (i : Fin N) :
    (coupling N *ᵥ x) i = padded x i.val + padded x (i.val + 1) + padded x (i.val + 2) := by
  unfold padded
  rw [← Finset.sum_add_distrib, ← Finset.sum_add_distrib]
  change ∑ j, coupling N i j * x j = _
  refine Finset.sum_congr rfl fun j _ => ?_
  have a1 : (if i = j then (1 : ℝ) else 0) * x j
      = if j.val + 1 = i.val + 1 then x j else 0 := by
    by_cases h : i = j
    · have h' : j.val + 1 = i.val + 1 := by rw [h]
      rw [if_pos h, if_pos h', one_mul]
    · have h' : ¬ j.val + 1 = i.val + 1 := fun e => h (Fin.ext (Nat.add_right_cancel e).symm)
      rw [if_neg h, if_neg h', zero_mul]
  have a2 : (if j.val + 1 = i.val then (1 : ℝ) else 0) * x j
      = if j.val + 1 = i.val then x j else 0 := by
    rw [ite_mul, one_mul, zero_mul]
  have a3 : (if i.val + 1 = j.val then (1 : ℝ) else 0) * x j
      = if j.val + 1 = i.val + 2 then x j else 0 := by
    by_cases h : i.val + 1 = j.val
    · have h' : j.val + 1 = i.val + 2 := by omega
      rw [if_pos h, if_pos h', one_mul]
    · have h' : ¬ j.val + 1 = i.val + 2 := by omega
      rw [if_neg h, if_neg h', zero_mul]
  rw [coupling, Matrix.add_apply, Matrix.one_apply, chain, Matrix.of_apply, add_mul, add_mul,
    a1, a2, a3]
  ring
```

**(c)** For $N=3p+2$, show that
$$Mx=0\iff x=av\ \text{for some real } a.$$

By (b), $Mx=0$ means $\hat x_{n+2}=-\hat x_{n+1}-\hat x_n$ for $0\le n<N$. Starting from $\hat x_0=0$ and $\hat x_1=a$, this gives $a,-a,0,a,\dots$, so $x=av$; this is the induction `hall`.

Conversely, three consecutive $v_n$ sum to zero. The left end gives $0+1-1=0$ and the right end $1-1+0=0$. Only the right end needs the width: `hpad` uses $v_N=0$.

```lean
/-- On `3p + 2` sites the kernel of the coupling is spanned by `(1, -1, 0, …, 1, -1)`. -/
theorem coupling_kernel {N p : ℕ} (hN : N = 3 * p + 2) (x : Fin N → ℝ) :
    coupling N *ᵥ x = 0 ↔ ∃ a : ℝ, x = a • zeroMode N := by
  have hin : ∀ (y : Fin N → ℝ) (n : ℕ) (hn : n < N), padded y (n + 1) = y ⟨n, hn⟩ :=
    fun y n hn => sum_site (fun j => j.val + 1 = n + 1) y ⟨n, hn⟩ rfl
      (fun j e => Fin.ext (Nat.add_right_cancel e))
  have hout : ∀ (y : Fin N → ℝ) (n : ℕ), n = 0 ∨ N < n → padded y n = 0 := by
    intro y n h
    refine Finset.sum_eq_zero fun j _ => if_neg ?_
    have := j.isLt
    omega
  have hrec : ∀ n, pattern n + pattern (n + 1) + pattern (n + 2) = 0 := by
    intro n
    have h3 : n % 3 = 0 ∨ n % 3 = 1 ∨ n % 3 = 2 := by omega
    unfold pattern
    rcases h3 with h | h | h
    · rw [h, show (n + 1) % 3 = 1 by omega, show (n + 2) % 3 = 2 by omega]
      norm_num
    · rw [h, show (n + 1) % 3 = 2 by omega, show (n + 2) % 3 = 0 by omega]
      norm_num
    · rw [h, show (n + 1) % 3 = 0 by omega, show (n + 2) % 3 = 1 by omega]
      norm_num
  have p0 : pattern 0 = 1 := by norm_num [pattern]
  have p1 : pattern 1 = -1 := by norm_num [pattern]
  constructor
  · intro h
    have hx : ∀ n, n < N → padded x n + padded x (n + 1) + padded x (n + 2) = 0 := by
      intro n hn
      have e := coupling_mulVec x ⟨n, hn⟩
      rw [h, Pi.zero_apply] at e
      exact e.symm
    -- the three-term recurrence fixes all amplitudes from the first one
    have hall : ∀ n, n < N → padded x (n + 1) = padded x 1 * pattern n ∧
        padded x (n + 2) = padded x 1 * pattern (n + 1) := by
      intro n
      induction n with
      | zero =>
        intro hn
        have h0 := hx 0 hn
        rw [hout x 0 (Or.inl rfl)] at h0
        simp only [zero_add] at h0 ⊢
        rw [p0, p1]
        exact ⟨by ring, by linear_combination h0⟩
      | succ n ih =>
        intro hn
        obtain ⟨h1, h2⟩ := ih (Nat.lt_of_succ_lt hn)
        refine ⟨h2, ?_⟩
        linear_combination hx (n + 1) hn - h1 - h2 - padded x 1 * hrec n
    refine ⟨padded x 1, funext fun i => ?_⟩
    rw [Pi.smul_apply, smul_eq_mul]
    exact (hin x i.val i.isLt).symm.trans (hall i.val i.isLt).1
  · rintro ⟨a, rfl⟩
    have hpad : ∀ n, n ≤ N → padded (zeroMode N) (n + 1) = pattern n := by
      intro n hn
      rcases Nat.lt_or_ge n N with h | h
      · exact hin (zeroMode N) n h
      · have m0 : ¬ n % 3 = 0 := by omega
        have m1 : ¬ n % 3 = 1 := by omega
        rw [hout (zeroMode N) (n + 1) (Or.inr (Nat.lt_succ_of_le h)), pattern, if_neg m0,
          if_neg m1]
    have hv : coupling N *ᵥ zeroMode N = 0 := by
      funext i
      obtain ⟨i, hi⟩ := i
      rw [coupling_mulVec, Pi.zero_apply]
      change padded (zeroMode N) i + padded (zeroMode N) (i + 1)
        + padded (zeroMode N) (i + 1 + 1) = 0
      rw [hpad i hi.le, hpad (i + 1) hi]
      cases i with
      | zero =>
        rw [hout (zeroMode N) 0 (Or.inl rfl), p0, show pattern (0 + 1) = -1 from p1]
        norm_num
      | succ m =>
        rw [hpad m (by omega)]
        exact hrec m
    rw [Matrix.mulVec_smul, hv, smul_zero]
```

**(d)** For the same widths, show that
$$v\cdot v=2(p+1).$$

Each of the $p$ full periods contributes $1+1+0=2$, by the induction `h`. The last two entries, $1$ and $-1$, add another $2$.

```lean
/-- The squared norm of `(1, -1, 0, …, 1, -1)` on `3p + 2` sites is `2(p + 1)`. -/
theorem zeroMode_norm {N p : ℕ} (hN : N = 3 * p + 2) :
    zeroMode N ⬝ᵥ zeroMode N = 2 * ((p : ℝ) + 1) := by
  have v0 : ∀ k, pattern (3 * k) = 1 := fun k => by
    rw [pattern, if_pos (show 3 * k % 3 = 0 by omega)]
  have v1 : ∀ k, pattern (3 * k + 1) = -1 := fun k => by
    rw [pattern, if_neg (show ¬ (3 * k + 1) % 3 = 0 by omega),
      if_pos (show (3 * k + 1) % 3 = 1 by omega)]
  have v2 : ∀ k, pattern (3 * k + 1 + 1) = 0 := fun k => by
    rw [pattern, if_neg (show ¬ (3 * k + 1 + 1) % 3 = 0 by omega),
      if_neg (show ¬ (3 * k + 1 + 1) % 3 = 1 by omega)]
  -- each full period contributes two
  have h : ∀ k : ℕ, ∑ i ∈ Finset.range (3 * k), pattern i * pattern i = 2 * (k : ℝ) := by
    intro k
    induction k with
    | zero => simp
    | succ k ih =>
      rw [show 3 * (k + 1) = 3 * k + 1 + 1 + 1 by omega, Finset.sum_range_succ,
        Finset.sum_range_succ, Finset.sum_range_succ, ih, v0, v1, v2]
      push_cast
      ring
  change ∑ i : Fin N, pattern i.val * pattern i.val = _
  rw [Fin.sum_univ_eq_sum_range (fun i => pattern i * pattern i) N, hN,
    show 3 * p + 2 = 3 * p + 1 + 1 by omega, Finset.sum_range_succ, Finset.sum_range_succ,
    h, v0, v1]
  ring
```

**(e)** Show that
$$v\cdot Wv=2\delta.$$

Only the end sites contribute. There $v_0=1$ and $v_{N-1}=-1$, so the sum is $\delta\cdot1^2+\delta\cdot(-1)^2$. `s1` and `s2` extract these terms using (a).

```lean
/-- On `3p + 2` sites the edge bonds have matrix element `2δ` in the unnormalised vector
`(1, -1, 0, …, 1, -1)`. -/
theorem edge_element {N p : ℕ} (hN : N = 3 * p + 2) (δ : ℝ) :
    zeroMode N ⬝ᵥ (edgeBonds N δ *ᵥ zeroMode N) = 2 * δ := by
  have hite : ∀ (c : Prop) [Decidable c] (a : ℝ),
      a * ((if c then δ else 0) * a) = if c then δ * (a * a) else 0 := by
    intro c _ a
    by_cases h : c
    · simp only [if_pos h]
      ring
    · simp only [if_neg h, zero_mul, mul_zero]
  have key : ∀ i : Fin N, zeroMode N i * (edgeBonds N δ *ᵥ zeroMode N) i =
      (if i.val = 0 then δ * (zeroMode N i * zeroMode N i) else 0)
        + (if i.val + 1 = N then δ * (zeroMode N i * zeroMode N i) else 0) := by
    intro i
    rw [edgeBonds, Matrix.mulVec_diagonal, add_mul, mul_add, hite, hite]
  -- only the two end sites contribute
  have s1 : (∑ i : Fin N, if i.val = 0 then δ * (zeroMode N i * zeroMode N i) else 0)
      = δ * (pattern 0 * pattern 0) :=
    sum_site (fun i => i.val = 0) (fun i => δ * (zeroMode N i * zeroMode N i))
      ⟨0, by omega⟩ rfl (fun j e => Fin.ext e)
  have s2 : (∑ i : Fin N, if i.val + 1 = N then δ * (zeroMode N i * zeroMode N i) else 0)
      = δ * (pattern (3 * p + 1) * pattern (3 * p + 1)) :=
    sum_site (fun i => i.val + 1 = N) (fun i => δ * (zeroMode N i * zeroMode N i))
      ⟨3 * p + 1, by omega⟩ hN.symm
      (fun j e => Fin.ext (Nat.add_right_cancel (e.trans hN)))
  have p0 : pattern 0 = 1 := by norm_num [pattern]
  have p1 : pattern (3 * p + 1) = -1 := by
    rw [pattern, if_neg (show ¬ (3 * p + 1) % 3 = 0 by omega),
      if_pos (show (3 * p + 1) % 3 = 1 by omega)]
  change ∑ i, zeroMode N i * (edgeBonds N δ *ᵥ zeroMode N) i = _
  rw [Finset.sum_congr rfl (fun i _ => key i), Finset.sum_add_distrib, s1, s2, p0, p1]
  ring
```

**(f)** Show that
$$\frac{v\cdot Wv}{v\cdot v}=\frac{\delta}{p+1}.$$

Divide (e) by (d). This is the matrix element of $W$ in the normalised vector $v/\sqrt{2(p+1)}$.

```lean
/-- On `3p + 2` sites the Rayleigh quotient of the edge bonds in `(1, -1, 0, …, 1, -1)` is
`δ/(p + 1)`. -/
theorem edge_rayleigh {N p : ℕ} (hN : N = 3 * p + 2) (δ : ℝ) :
    zeroMode N ⬝ᵥ (edgeBonds N δ *ᵥ zeroMode N) / (zeroMode N ⬝ᵥ zeroMode N)
      = δ / ((p : ℝ) + 1) := by
  rw [edge_element hN, zeroMode_norm hN, mul_div_mul_left _ _ two_ne_zero]
```

**(g)** For any coupling $B$, show that
$$\begin{pmatrix}0&B\\B&0\end{pmatrix}\begin{pmatrix}u\\w\end{pmatrix}=\begin{pmatrix}Bw\\Bu\end{pmatrix}.$$

Multiply the blocks; `Sum.elim u w` is the pair $(u,w)$.

```lean
/-- A two-sublattice operator sends the amplitudes of each sublattice to the other one. -/
theorem bipartite_mulVec {N : ℕ} (B : Matrix (Fin N) (Fin N) ℝ) (u w : Fin N → ℝ) :
    bipartite B *ᵥ Sum.elim u w = Sum.elim (B *ᵥ w) (B *ᵥ u) := by
  rw [bipartite, Matrix.fromBlocks_mulVec, Sum.elim_comp_inl, Sum.elim_comp_inr,
    Matrix.zero_mulVec, Matrix.zero_mulVec, zero_add, add_zero]
```

**(h)** Show that
$$\ker H=\{(av,bv):a,b\in\mathbb R\}.$$

By (g), $H(u,w)=0$ means $Mw=0$ and $Mu=0$. Apply (c) to each.

```lean
/-- The zero-energy states of the ribbon with `3p + 2` sites across carry a multiple of
`(1, -1, 0, …, 1, -1)` on each sublattice. -/
theorem ribbon_kernel {N p : ℕ} (hN : N = 3 * p + 2) (ψ : Fin N ⊕ Fin N → ℝ) :
    bipartite (coupling N) *ᵥ ψ = 0 ↔ ∃ a b : ℝ, ψ = zeroState N a b := by
  constructor
  · intro h
    obtain ⟨u, w, rfl⟩ : ∃ u w, ψ = Sum.elim u w :=
      ⟨ψ ∘ Sum.inl, ψ ∘ Sum.inr, (Sum.elim_comp_inl_inr ψ).symm⟩
    rw [bipartite_mulVec] at h
    have hw : coupling N *ᵥ w = 0 := by
      funext i
      have e := congrFun h (Sum.inl i)
      rwa [Sum.elim_inl] at e
    have hu : coupling N *ᵥ u = 0 := by
      funext i
      have e := congrFun h (Sum.inr i)
      rwa [Sum.elim_inr] at e
    obtain ⟨a, ha⟩ := (coupling_kernel hN u).1 hu
    obtain ⟨b, hb⟩ := (coupling_kernel hN w).1 hw
    exact ⟨a, b, by rw [zeroState, ha, hb]⟩
  · rintro ⟨a, b, rfl⟩
    rw [zeroState, bipartite_mulVec, (coupling_kernel hN (b • zeroMode N)).2 ⟨b, rfl⟩,
      (coupling_kernel hN (a • zeroMode N)).2 ⟨a, rfl⟩]
    funext i
    cases i <;> rfl
```

**(i)** Show that the first-order energies are exactly
$$E=\pm\frac{\delta}{p+1}.$$

For $\psi=(av,bv)$ and $\varphi=(cv,dv)$, (d) and (e) give
$$\varphi\cdot V\psi=2\delta(cb+da),\qquad \varphi\cdot\psi=2(p+1)(ca+db),$$
which are `hV` and `hS`. Testing with $(c,d)=(1,0)$ and $(0,1)$ yields $\delta b=E(p+1)a$ and $\delta a=E(p+1)b$. Their sum and difference are `hs` and `hd`:
$$(E(p+1)-\delta)(a+b)=0,\qquad(E(p+1)+\delta)(a-b)=0.$$
Since $a$ and $b$ are not both zero, one of $a\pm b$ is nonzero, which fixes $E$. Conversely, the normalised states $(v,\pm v)/(2\sqrt{p+1})$ attain both values; `key` checks this without normalising.

Taking the expectation value of $V$ in $(v,0)$ alone gives zero and wrongly suggests that there is no splitting: $V$ acts between the sublattices, so the off-diagonal elements matter.

```lean
/-- For `3p + 2` sites across, the first-order energies of the edge perturbation at the zero
level of the ribbon are exactly `δ/(p + 1)` and `-δ/(p + 1)`. -/
theorem first_order_energies {N p : ℕ} (hN : N = 3 * p + 2) (δ E : ℝ) :
    IsFirstOrderEnergy (bipartite (coupling N)) (bipartite (edgeBonds N δ)) E
      ↔ E = δ / ((p : ℝ) + 1) ∨ E = -δ / ((p : ℝ) + 1) := by
  have hq : (p : ℝ) + 1 ≠ 0 := Nat.cast_add_one_ne_zero p
  have hker : ∀ a b, bipartite (coupling N) *ᵥ zeroState N a b = 0 := fun a b =>
    (ribbon_kernel hN (zeroState N a b)).2 ⟨a, b, rfl⟩
  have hdot : ∀ u w u' w' : Fin N → ℝ,
      Sum.elim u w ⬝ᵥ Sum.elim u' w' = u ⬝ᵥ u' + w ⬝ᵥ w' := by
    intro u w u' w'
    simp only [dotProduct, Fintype.sum_sum_type, Sum.elim_inl, Sum.elim_inr]
  -- perturbation and overlap between zero-energy states
  have hV : ∀ a b c d, zeroState N c d ⬝ᵥ (bipartite (edgeBonds N δ) *ᵥ zeroState N a b)
      = 2 * δ * (c * b + d * a) := by
    intro a b c d
    simp only [zeroState, bipartite_mulVec, hdot, Matrix.mulVec_smul, smul_dotProduct,
      dotProduct_smul, smul_eq_mul, edge_element hN]
    ring
  have hS : ∀ a b c d, zeroState N c d ⬝ᵥ zeroState N a b
      = 2 * ((p : ℝ) + 1) * (c * a + d * b) := by
    intro a b c d
    simp only [zeroState, hdot, smul_dotProduct, dotProduct_smul, smul_eq_mul,
      zeroMode_norm hN]
    ring
  constructor
  · rintro ⟨ψ, hne, hψ, h⟩
    obtain ⟨a, b, hab⟩ := (ribbon_kernel hN ψ).1 hψ
    have h1 := h (zeroState N 1 0) (hker 1 0)
    have h2 := h (zeroState N 0 1) (hker 0 1)
    rw [hab, hV, hS] at h1 h2
    -- even and odd combinations of the sublattices decouple
    have hs : (E * ((p : ℝ) + 1) - δ) * (a + b) = 0 := by
      linear_combination (-(1 / 2)) * h1 - (1 / 2) * h2
    have hd : (E * ((p : ℝ) + 1) + δ) * (a - b) = 0 := by
      linear_combination (-(1 / 2)) * h1 + (1 / 2) * h2
    rcases mul_eq_zero.1 hs with h3 | h3
    · exact Or.inl ((eq_div_iff hq).2 (by linear_combination h3))
    rcases mul_eq_zero.1 hd with h4 | h4
    · exact Or.inr ((eq_div_iff hq).2 (by linear_combination h4))
    have ha : a = 0 := by linear_combination (h3 + h4) / 2
    have hb : b = 0 := by linear_combination (h3 - h4) / 2
    refine absurd ?_ hne
    rw [hab, ha, hb, zeroState, zero_smul]
    funext i
    cases i <;> rfl
  · have key : ∀ s F : ℝ, s * s = 1 → F * ((p : ℝ) + 1) = s * δ →
        IsFirstOrderEnergy (bipartite (coupling N)) (bipartite (edgeBonds N δ)) F := by
      intro s F hs hF
      refine ⟨zeroState N 1 s, ?_, hker 1 s, ?_⟩
      · intro h0
        have e := hS 1 s 1 s
        rw [h0, zero_dotProduct] at e
        have e4 : 4 * ((p : ℝ) + 1) = 0 := by
          linear_combination -e - 2 * ((p : ℝ) + 1) * hs
        exact mul_ne_zero four_ne_zero hq e4
      · intro φ hφ
        obtain ⟨c, d, hcd⟩ := (ribbon_kernel hN φ).1 hφ
        rw [hcd, hV, hS]
        linear_combination (-2 * (c + d * s)) * hF - 2 * δ * d * hs
    rintro (h | h)
    · exact key 1 E (by norm_num) (by rw [h, div_mul_cancel₀ _ hq, one_mul])
    · exact key (-1) E (by norm_num) (by rw [h, div_mul_cancel₀ _ hq, neg_one_mul])
```

**(j)** Let $E_1<E_2$ be first-order energies. Show that
$$E_2-E_1=\frac{2|\delta|}{p+1}.$$

By (i), they are the two values $\pm\delta/(p+1)$, in an order set by the sign of $\delta$. The proof runs through the four assignments and rules out the two with equal energies. At $\delta=0$ no such pair exists.

```lean
/-- For `3p + 2` sites across, two different first-order energies of the edge perturbation are
separated by the gap `2|δ|/(p + 1)`. -/
theorem first_order_gap {N p : ℕ} (hN : N = 3 * p + 2) (δ E₁ E₂ : ℝ) (hlt : E₁ < E₂)
    (h₁ : IsFirstOrderEnergy (bipartite (coupling N)) (bipartite (edgeBonds N δ)) E₁)
    (h₂ : IsFirstOrderEnergy (bipartite (coupling N)) (bipartite (edgeBonds N δ)) E₂) :
    E₂ - E₁ = 2 * |δ| / ((p : ℝ) + 1) := by
  have hq : (0 : ℝ) < (p : ℝ) + 1 := Nat.cast_add_one_pos p
  have habs : 2 * |δ| / ((p : ℝ) + 1) = 2 * |δ / ((p : ℝ) + 1)| := by
    rw [abs_div, abs_of_pos hq, mul_div_assoc]
  rw [first_order_energies hN, neg_div] at h₁ h₂
  rw [habs]
  rcases h₁ with h₁ | h₁ <;> rcases h₂ with h₂ | h₂
  · linarith
  · have hr : δ / ((p : ℝ) + 1) < 0 := by linarith
    rw [abs_of_neg hr]
    linarith
  · have hr : 0 < δ / ((p : ℝ) + 1) := by linarith
    rw [abs_of_pos hr]
    linarith
  · linarith

end

end ArmchairRibbonEdgeGap
```

```lean
#print axioms ArmchairRibbonEdgeGap.edge_rayleigh
#print axioms ArmchairRibbonEdgeGap.first_order_energies
#print axioms ArmchairRibbonEdgeGap.first_order_gap
```

```
'ArmchairRibbonEdgeGap.edge_rayleigh' depends on axioms: [propext, Classical.choice, Quot.sound]
'ArmchairRibbonEdgeGap.first_order_energies' depends on axioms: [propext, Classical.choice, Quot.sound]
'ArmchairRibbonEdgeGap.first_order_gap' depends on axioms: [propext, Classical.choice, Quot.sound]
```
